# Toeplitz matrices of Chebyshev moments are positive semidefinite for every vector and size exactly when the Hermitian matrix has its spectrum in [-1,1]

The moments could be defined through a spectral measure or directly from the matrix. Here they are defined from the matrix: the Chebyshev polynomial \(T_n\) is evaluated at \(H\), and the expectation value is taken in a vector \(v\). This makes sense wherever the eigenvalues lie, so a spectrum outside \([-1,1]\) can be tested and rejected. The formula in terms of eigenvalues is then a theorem.

The basis states are labelled by a finite type `d`, so the Hilbert space is finite-dimensional, and `H` is a complex matrix. Hermiticity enters each theorem about `H` as the hypothesis `hH`.

```lean
import Mathlib

open Matrix Polynomial
open scoped ComplexOrder

namespace ChebyshevMomentPositivity

noncomputable section

variable {d : Type*} [Fintype d] [DecidableEq d] {H : Matrix d d ℂ}
```

## Moments and their Toeplitz matrix

With the inner product conjugate-linear in its first argument, define

\[
\mu_n(v)=\langle v,T_n(H)v\rangle .
\]

The vector need not be normalised: \(\mu_0(v)=\|v\|^2\), and for \(v\neq0\) the moments of the normalised state are \(\mu_n(v)/\mu_0(v)\). In Lean, `aeval H` substitutes the matrix into the polynomial, `*ᵥ` applies a matrix to a vector, and `star v ⬝ᵥ w` is \(\langle v,w\rangle\). The value is a complex number.

```lean
/-- The Chebyshev moment `⟨v, T_n(H) v⟩` of the matrix `H` in the vector `v`. -/
def chebyshevMoment (H : Matrix d d ℂ) (v : d → ℂ) (n : ℤ) : ℂ :=
  star v ⬝ᵥ (aeval H (Chebyshev.T ℂ n) *ᵥ v)
```

For size \(N\), the Toeplitz matrix has entries \(M_{jk}=\mu_{|j-k|}(v)\) with \(j,k=0,\dots,N-1\). The difference is taken in the integers, where it can be negative before the absolute value is applied.

```lean
/-- The `N × N` Toeplitz matrix whose entry `(j, k)` is the Chebyshev moment of order `|j - k|`. -/
def momentToeplitz (H : Matrix d d ℂ) (v : d → ℂ) (N : ℕ) : Matrix (Fin N) (Fin N) ℂ :=
  Matrix.of fun j k => chebyshevMoment H v |((j : ℕ) : ℤ) - ((k : ℕ) : ℤ)|
```

## Moments as weighted sums over eigenvalues

Let \(u_i\) be an orthonormal eigenbasis, with \(Hu_i=\lambda_i u_i\) and \(\lambda_i\) real.

```lean
/-- The `i`-th vector of an orthonormal eigenbasis of `H`. -/
def eigenvector (hH : H.IsHermitian) (i : d) : d → ℂ := (hH.eigenvectorBasis i).ofLp
```

The amplitude of \(v\) on \(u_i\) is \(a_i(v)=\langle u_i,v\rangle\).

```lean
/-- The amplitude of `v` on the `i`-th eigenvector of `H`. -/
def amplitude (hH : H.IsHermitian) (v : d → ℂ) (i : d) : ℂ := star (eigenvector hH i) ⬝ᵥ v
```

Inserting \(\sum_i |u_i\rangle\langle u_i|=1\) gives

\[
\langle v,w\rangle=\sum_i \overline{a_i(v)}\,a_i(w).
\]

The proof takes this identity from Mathlib's orthonormal bases and rewrites it in dot products.

```lean
/-- Completeness of the eigenbasis: an inner product is a sum over eigenvectors. -/
theorem completeness (hH : H.IsHermitian) (v w : d → ℂ) :
    star v ⬝ᵥ w = ∑ i, star (amplitude hH v i) * amplitude hH w i := by
  have h : ∑ i, (eigenvector hH i ⬝ᵥ star v) * (w ⬝ᵥ star (eigenvector hH i))
      = w ⬝ᵥ star v := by
    have h0 := hH.eigenvectorBasis.sum_inner_mul_inner (WithLp.toLp 2 v) (WithLp.toLp 2 w)
    simp only [EuclideanSpace.inner_eq_star_dotProduct] at h0
    exact h0
  rw [dotProduct_comm, ← h]
  refine Finset.sum_congr rfl fun i _ => ?_
  have h1 : star (amplitude hH v i) = eigenvector hH i ⬝ᵥ star v := by
    simp only [amplitude, dotProduct, star_sum, star_mul', Pi.star_apply, star_star]
  rw [h1, amplitude, dotProduct_comm w]
```

Since \(H\) is Hermitian, it can be moved onto the eigenvector:

\[
a_i(Hw)=\langle Hu_i,w\rangle=\lambda_i a_i(w).
\]

Repeating this gives \(a_i(H^n v)=\lambda_i^n a_i(v)\), and linearity gives \(a_i(p(H)v)=p(\lambda_i)a_i(v)\) for every polynomial \(p\). These are `h1`, `h2` and the final induction on `p`.

```lean
/-- A polynomial in `H` multiplies the amplitude on each eigenvector by the value of the
polynomial at the eigenvalue. -/
theorem amplitude_aeval (hH : H.IsHermitian) (p : ℂ[X]) (v : d → ℂ) (i : d) :
    amplitude hH (aeval H p *ᵥ v) i = p.eval (hH.eigenvalues i : ℂ) * amplitude hH v i := by
  -- one application of `H`, moved onto the eigenvector
  have h1 : ∀ w, amplitude hH (H *ᵥ w) i = (hH.eigenvalues i : ℂ) * amplitude hH w i := by
    intro w
    have hb : H *ᵥ eigenvector hH i = hH.eigenvalues i • eigenvector hH i :=
      hH.mulVec_eigenvectorBasis i
    have hs := Matrix.star_mulVec H (eigenvector hH i)
    rw [hH.eq, hb] at hs
    have hl : star (eigenvector hH i) ᵥ* H
        = (hH.eigenvalues i : ℂ) • star (eigenvector hH i) := by
      rw [← hs]
      ext k
      simp
    rw [amplitude, Matrix.dotProduct_mulVec, hl, smul_dotProduct, smul_eq_mul, amplitude]
  -- powers, then linear combinations of powers
  have h2 : ∀ n : ℕ, amplitude hH (H ^ n *ᵥ v) i
      = (hH.eigenvalues i : ℂ) ^ n * amplitude hH v i := by
    intro n
    induction n with
    | zero => simp
    | succ n ih => rw [pow_succ', ← Matrix.mulVec_mulVec, h1, ih]; ring
  induction p using Polynomial.induction_on' with
  | add p q hp hq =>
    rw [map_add, Matrix.add_mulVec, eval_add, add_mul, ← hp, ← hq]
    simp only [amplitude, dotProduct_add]
  | monomial n a =>
    have h3 : amplitude hH ((a • H ^ n) *ᵥ v) i = a * amplitude hH (H ^ n *ᵥ v) i := by
      simp only [amplitude, Matrix.smul_mulVec, dotProduct_smul, smul_eq_mul]
    rw [aeval_monomial, Algebra.algebraMap_eq_smul_one, smul_mul_assoc, one_mul, h3, h2,
      eval_monomial]
    ring
```

Taking \(w=T_n(H)v\) in the completeness relation yields

\[
\mu_n(v)=\sum_i |a_i(v)|^2\,T_n(\lambda_i).
\]

```lean
/-- Spectral form of the moments: `T_n` at the eigenvalues, weighted by the squared moduli of the
amplitudes of `v`. -/
theorem moment_eq_sum (hH : H.IsHermitian) (v : d → ℂ) (n : ℤ) :
    chebyshevMoment H v n = ∑ i, star (amplitude hH v i) * amplitude hH v i *
      (Chebyshev.T ℂ n).eval (hH.eigenvalues i : ℂ) := by
  rw [chebyshevMoment, completeness hH]
  refine Finset.sum_congr rfl fun i _ => ?_
  rw [amplitude_aeval]
  ring
```

## A spectrum in [-1,1] gives positivity

If \(-1\le x\le1\), write \(x=\cos\theta\) with \(\theta=\arccos x\). Then \(T_n(x)=\cos n\theta\).

```lean
/-- On `[-1, 1]` the Chebyshev polynomial is a cosine: `T_n(x) = cos (n arccos x)`. -/
theorem chebyshev_eq_cos {x : ℝ} (hx : x ∈ Set.Icc (-1 : ℝ) 1) (n : ℤ) :
    (Chebyshev.T ℂ n).eval (x : ℂ) = ((Real.cos (n * Real.arccos x) : ℝ) : ℂ) := by
  have h : (x : ℂ) = Complex.cos (Real.arccos x : ℝ) := by
    rw [← Complex.ofReal_cos, Real.cos_arccos hx.1 hx.2]
  rw [h, Chebyshev.T_complex_cos]
  push_cast
  rfl
```

Put \(\lambda_i=\cos\theta_i\) and \(a_i=a_i(v)\). Because the cosine is even,

\[
\cos(|j-k|\theta_i)=\cos j\theta_i\cos k\theta_i+\sin j\theta_i\sin k\theta_i .
\]

With \(C_{ij}=a_i\cos j\theta_i\) and \(S_{ij}=a_i\sin j\theta_i\), summing over \(i\) with weights \(|a_i|^2\) gives

\[
M=C^\dagger C+S^\dagger S,\qquad
y^\dagger My=\|Cy\|^2+\|Sy\|^2\ge0\quad\text{for every }y\in\mathbb{C}^N .
\]

In the proof, `hc` is the cosine identity and `key` is the factorisation. The last lines add two positive semidefinite matrices. `PosSemidef` means that the matrix is Hermitian and its quadratic form is nonnegative.

```lean
/-- If all eigenvalues of `H` lie in `[-1, 1]`, the Toeplitz matrix of Chebyshev moments is
positive semidefinite for every vector and every size. -/
theorem toeplitz_posSemidef (hH : H.IsHermitian)
    (h : ∀ i, hH.eigenvalues i ∈ Set.Icc (-1 : ℝ) 1) (v : d → ℂ) (N : ℕ) :
    (momentToeplitz H v N).PosSemidef := by
  let C : Matrix d (Fin N) ℂ := Matrix.of fun i j =>
    amplitude hH v i * ((Real.cos ((j : ℕ) * Real.arccos (hH.eigenvalues i)) : ℝ) : ℂ)
  let S : Matrix d (Fin N) ℂ := Matrix.of fun i j =>
    amplitude hH v i * ((Real.sin ((j : ℕ) * Real.arccos (hH.eigenvalues i)) : ℝ) : ℂ)
  -- the cosine of a difference splits the Toeplitz matrix into two Gram matrices
  have key : momentToeplitz H v N = Cᴴ * C + Sᴴ * S := by
    ext j k
    simp only [momentToeplitz, C, S, Matrix.add_apply, Matrix.mul_apply,
      Matrix.conjTranspose_apply, Matrix.of_apply, ← Finset.sum_add_distrib]
    rw [moment_eq_sum hH]
    refine Finset.sum_congr rfl fun i _ => ?_
    have hc : ∀ t : ℝ, Real.cos ((|((j : ℕ) : ℤ) - ((k : ℕ) : ℤ)| : ℤ) * t)
        = Real.cos ((j : ℕ) * t) * Real.cos ((k : ℕ) * t)
          + Real.sin ((j : ℕ) * t) * Real.sin ((k : ℕ) * t) := by
      intro t
      rw [← Real.cos_sub, ← sub_mul]
      push_cast
      rcases abs_choice (((j : ℕ) : ℝ) - ((k : ℕ) : ℝ)) with e | e
      · rw [e]
      · rw [e, neg_mul, Real.cos_neg]
    rw [chebyshev_eq_cos (h i), hc, Complex.ofReal_add, Complex.ofReal_mul, Complex.ofReal_mul]
    simp only [star_mul', Complex.star_def, Complex.conj_ofReal]
    ring
  rw [key]
  exact (Matrix.posSemidef_conjTranspose_mul_self C).add
    (Matrix.posSemidef_conjTranspose_mul_self S)
```

## Two-by-two matrices detect a spectrum outside the interval

For the converse, choose \(v=u_i\). Since \(\|u_i\|=1\), we have \(\mu_n(u_i)=T_n(\lambda_i)\), and with \(T_0=1\) and \(T_1(x)=x\) the matrix of size two is

\[
M=\begin{pmatrix}1&\lambda_i\\ \lambda_i&1\end{pmatrix}.
\]

The test vectors \((1,1)\) and \((1,-1)\) give \(2+2\lambda_i\ge0\) and \(2-2\lambda_i\ge0\), hence \(-1\le\lambda_i\le1\). In the code, `hn` is the normalisation, `hm` the moments and `hM` the explicit matrix; `hp` and `hq` are the two inequalities.

Size two is the smallest that can decide the matter. At size one the only entry is \(\|v\|^2\), which is nonnegative for any \(H\). At the edges \(\lambda_i=\pm1\), the matrix above has eigenvalues \(0\) and \(2\), so positivity is only just preserved.

```lean
/-- If the `2 × 2` Toeplitz matrices of Chebyshev moments are positive semidefinite for every
vector, then all eigenvalues of `H` lie in `[-1, 1]`. -/
theorem eigenvalues_mem_of_two (hH : H.IsHermitian)
    (h : ∀ v, (momentToeplitz H v 2).PosSemidef) (i : d) :
    hH.eigenvalues i ∈ Set.Icc (-1 : ℝ) 1 := by
  have hn : star (eigenvector hH i) ⬝ᵥ eigenvector hH i = 1 := by
    have h0 := inner_self_eq_norm_sq_to_K (𝕜 := ℂ) (hH.eigenvectorBasis i)
    rw [hH.eigenvectorBasis.orthonormal.1 i, EuclideanSpace.inner_eq_star_dotProduct,
      dotProduct_comm] at h0
    simpa [eigenvector] using h0
  have hm : ∀ n, chebyshevMoment H (eigenvector hH i) n
      = (Chebyshev.T ℂ n).eval (hH.eigenvalues i : ℂ) := by
    intro n
    have h0 := amplitude_aeval hH (Chebyshev.T ℂ n) (eigenvector hH i) i
    rw [amplitude, amplitude, hn, mul_one] at h0
    exact h0
  -- in an eigenvector the matrix has unit diagonal and the eigenvalue off the diagonal
  have hM : momentToeplitz H (eigenvector hH i) 2
      = !![1, (hH.eigenvalues i : ℂ); (hH.eigenvalues i : ℂ), 1] := by
    ext j k
    fin_cases j <;> fin_cases k <;> simp [momentToeplitz, hm]
  have hP := h (eigenvector hH i)
  rw [hM] at hP
  have hp := (Complex.le_def.mp (hP.dotProduct_mulVec_nonneg ![1, 1])).1
  have hq := (Complex.le_def.mp (hP.dotProduct_mulVec_nonneg ![1, -1])).1
  simp [Matrix.mulVec, dotProduct, Fin.sum_univ_two] at hp hq
  constructor <;> linarith
```

## The equivalence

Joining the two directions gives the main statement: for Hermitian \(H\), the matrix `momentToeplitz H v N` is positive semidefinite for all `v` and all `N` if and only if every eigenvalue lies in the closed interval `Set.Icc (-1 : ℝ) 1`. The forward direction uses only `N = 2`.

```lean
/-- The Toeplitz matrices of Chebyshev moments of a Hermitian matrix are positive semidefinite for
every vector and every size if and only if all its eigenvalues lie in `[-1, 1]`. -/
theorem toeplitz_posSemidef_iff (hH : H.IsHermitian) :
    (∀ (v : d → ℂ) (N : ℕ), (momentToeplitz H v N).PosSemidef) ↔
      ∀ i, hH.eigenvalues i ∈ Set.Icc (-1 : ℝ) 1 :=
  ⟨fun h => eigenvalues_mem_of_two hH fun v => h v 2, toeplitz_posSemidef hH⟩
```

The quantifier over vectors matters. Had the statement been modelled with one fixed \(v\), positivity at all sizes would constrain only the eigenvalues on which \(v\) has nonzero amplitude, and size two would no longer suffice. For example, equal weights on eigenvalues \(2\) and \(-2\) give \(\mu_1=0\), so the \(2\times2\) matrix is a positive multiple of the identity although both eigenvalues lie outside the interval.

## A bound on the moments

When the spectrum lies in \([-1,1]\), the triangle inequality and \(|\cos n\theta_i|\le1\) give

\[
|\mu_n(v)|\le\sum_i|a_i|^2\,|\cos n\theta_i|\le\sum_i|a_i|^2=\mu_0(v).
\]

For a normalised state every moment therefore has modulus at most one. In kernel polynomial calculations, a Hermitian Hamiltonian matrix is rescaled before its density of states is expanded. If a correctly computed \(\mu_n(v)\) exceeds \(\mu_0(v)\) in modulus by more than rounding error, the rescaling has left an eigenvalue outside \([-1,1]\). Lean states the right-hand side as the real part of the zeroth moment, because moments are complex-valued by type.

```lean
/-- If all eigenvalues of `H` lie in `[-1, 1]`, no Chebyshev moment exceeds the zeroth one in
modulus. -/
theorem norm_moment_le (hH : H.IsHermitian)
    (h : ∀ i, hH.eigenvalues i ∈ Set.Icc (-1 : ℝ) 1) (v : d → ℂ) (n : ℤ) :
    ‖chebyshevMoment H v n‖ ≤ (chebyshevMoment H v 0).re := by
  rw [moment_eq_sum hH v n, moment_eq_sum hH v 0, Complex.re_sum]
  refine (norm_sum_le _ _).trans (Finset.sum_le_sum fun i _ => ?_)
  have e : star (amplitude hH v i) * amplitude hH v i
      = ((‖amplitude hH v i‖ ^ 2 : ℝ) : ℂ) := by
    rw [Complex.star_def, mul_comm, Complex.mul_conj, Complex.normSq_eq_norm_sq]
  rw [chebyshev_eq_cos (h i), Chebyshev.T_zero, eval_one, mul_one, e, Complex.ofReal_re,
    ← Complex.ofReal_mul, Complex.norm_real, Real.norm_eq_abs, abs_mul,
    abs_of_nonneg (sq_nonneg ‖amplitude hH v i‖)]
  exact mul_le_of_le_one_right (sq_nonneg _) (Real.abs_cos_le_one _)

end

end ChebyshevMomentPositivity
```

```lean
#print axioms ChebyshevMomentPositivity.toeplitz_posSemidef_iff
-- 'ChebyshevMomentPositivity.toeplitz_posSemidef_iff' depends on axioms: [propext, Classical.choice, Quot.sound]
#print axioms ChebyshevMomentPositivity.norm_moment_le
-- 'ChebyshevMomentPositivity.norm_moment_le' depends on axioms: [propext, Classical.choice, Quot.sound]
```
